# A stationary Gibbs state ties the up rate to the down rate by the Boltzmann factor, for one jump pair of nonzero frequency in finite dimension

## Gibbs operator, dissipator and eigenoperator

The system has finitely many levels, labelled by a finite type `n`, and every operator is a complex square matrix over these labels. The adjoint A† is written `Aᴴ`.

```lean
import Mathlib

open Matrix
open scoped ComplexOrder

namespace ThermalRatesConverse

noncomputable section

variable {n : Type*} [Fintype n] [DecidableEq n]
```

H is the Hamiltonian and β a real inverse temperature, in units where βH is dimensionless. The Gibbs operator is taken without its partition function:

    ρ = exp(−βH)

The generator below is linear in its argument, so it annihilates ρ exactly when it annihilates the normalised state ρ/Tr ρ. No sign is imposed on β: β = 0 gives ρ = 1, and β < 0 describes an inverted population.

```lean
/-- The unnormalised Gibbs operator `exp(-βH)`. -/
def gibbs (β : ℝ) (H : Matrix n n ℂ) : Matrix n n ℂ :=
  NormedSpace.exp (-(β : ℂ) • H)
```

For a jump operator L the Lindblad dissipator acts on any matrix ρ, in this definition not only the Gibbs operator, as

    D[L]ρ = LρL† − ½(L†Lρ + ρL†L)

```lean
/-- The Lindblad dissipator `D[L]ρ = L ρ L† - ½ {L†L, ρ}`. -/
def dissipator (L ρ : Matrix n n ℂ) : Matrix n n ℂ :=
  L * ρ * Lᴴ - (1 / 2 : ℂ) • (Lᴴ * L * ρ + ρ * (Lᴴ * L))
```

The generator combines the jump A at rate g↓ (`gd`) with the reverse jump A† at rate g↑ (`gu`):

    𝓛ρ = g↓ D[A]ρ + g↑ D[A†]ρ

The rates are arbitrary real numbers; physical rates are the nonnegative ones among them. The coherent term −i[H, ρ] is left out of `thermal`, since H commutes with exp(−βH) and the term contributes nothing on the Gibbs operator.

```lean
/-- The two-rate dissipator `g↓ D[A] + g↑ D[A†]` acting on `ρ`. -/
def thermal (gd gu : ℝ) (A ρ : Matrix n n ℂ) : Matrix n n ℂ :=
  (gd : ℂ) • dissipator A ρ + (gu : ℂ) • dissipator Aᴴ ρ
```

The jump operator is assumed to be an eigenoperator of H with real frequency w (an energy, with ħ = 1):

    [H, A] = HA − AH = −wA

If H|ε⟩ = ε|ε⟩, this gives H A|ε⟩ = (ε − w) A|ε⟩, so A changes the energy by exactly −w wherever it acts. The condition stands for a jump that carries a single Bohr frequency, as in a master equation after the secular approximation; it is a hypothesis here and is not derived from a coupling to a bath. For w > 0, g↓ is the rate constant of the jumps that lower the energy by w, and g↑ that of the jumps that raise it by w.

```lean
/-- `A` is an eigenoperator of `H` with real frequency `w`: `[H, A] = -w A`. -/
def IsEigenoperator (H A : Matrix n n ℂ) (w : ℝ) : Prop :=
  H * A - A * H = -(w : ℂ) • A
```

With these objects the result reads: for Hermitian H, A ≠ 0 and w ≠ 0, the equation 𝓛ρ = 0 forces g↑ = g↓ e^(−βw).

## Moving a jump operator through exp(−βH)

The matrix exponential is used through its series, exp X = Σₖ Xᵏ/k!. The statement `HasSum` records that the series converges to `NormedSpace.exp X`.

```lean
/-- The matrix exponential is the sum of the series `∑ X^k / k!`. -/
theorem hasSum_exp (X : Matrix n n ℂ) :
    HasSum (fun k : ℕ => ((k.factorial : ℂ)⁻¹) • X ^ k) (NormedSpace.exp X) :=
  open scoped Matrix.Norms.Operator in
    NormedSpace.exp_series_hasSum_exp' (𝕂 := ℂ) X
```

The eigenoperator condition rearranges to AH = (H + w)A. Multiplying by −β, with X = −βH and Y = −βH − βw·1,

    AX = YA,   hence   AXᵏ = YᵏA for all k,   hence   A exp X = exp Y · A

The scalar matrix −βw·1 commutes with −βH, so exp Y = e^(−βw) exp(−βH), and

    Aρ = e^(−βw) ρA

In `mul_gibbs`, `semi` is the chain of implications: it multiplies the series of exp X by A from the left and that of exp Y by A from the right, the terms agree by `hpow`, and `h1.unique h2` equates the sums. `hc` evaluates the exponential of a scalar matrix, `hAH` and `hs` are the two rearrangements, and `Matrix.exp_add_of_commute` splits exp Y. Hermiticity of H is not used.

```lean
/-- An eigenoperator passes through the Gibbs operator at the price of a Boltzmann factor:
`A exp(-βH) = exp(-βw) exp(-βH) A`. -/
theorem mul_gibbs {H A : Matrix n n ℂ} {w : ℝ} (h : IsEigenoperator H A w) (β : ℝ) :
    A * gibbs β H = (Real.exp (-(β * w)) : ℂ) • (gibbs β H * A) := by
  -- intertwining survives the exponential series
  have semi : ∀ X Y : Matrix n n ℂ, A * X = Y * A →
      A * NormedSpace.exp X = NormedSpace.exp Y * A := by
    intro X Y hXY
    have hpow : ∀ k : ℕ, A * X ^ k = Y ^ k * A := fun k => SemiconjBy.pow_right hXY k
    have h1 := (hasSum_exp X).mul_left A
    have h2 := (hasSum_exp Y).mul_right A
    simp only [mul_smul_comm, hpow] at h1
    simp only [smul_mul_assoc] at h2
    exact h1.unique h2
  have hc : ∀ c : ℂ, NormedSpace.exp (c • (1 : Matrix n n ℂ))
      = Complex.exp c • (1 : Matrix n n ℂ) := by
    intro c
    have h1 := (NormedSpace.exp_series_hasSum_exp' (𝕂 := ℂ) c).smul_const (1 : Matrix n n ℂ)
    have h2 := hasSum_exp (c • (1 : Matrix n n ℂ))
    simp only [_root_.smul_pow, one_pow] at h2
    simp only [smul_assoc] at h1
    rw [Complex.exp_eq_exp_ℂ]
    exact h2.unique h1
  unfold IsEigenoperator at h
  have hAH : A * H = H * A + (w : ℂ) • A := by
    linear_combination (norm := module) -h
  -- A (-βH) = (-βH - βw) A
  have hs : A * (-(β : ℂ) • H)
      = (-(β : ℂ) • H + ((-(β * w) : ℝ) : ℂ) • (1 : Matrix n n ℂ)) * A := by
    simp only [mul_smul_comm, add_mul, smul_mul_assoc, one_mul, hAH]
    push_cast
    module
  unfold gibbs
  rw [semi _ _ hs, Matrix.exp_add_of_commute _ _ ((Commute.one_right _).smul_right _), hc,
    mul_smul_comm, mul_one, smul_mul_assoc, Complex.ofReal_exp]
```

The adjoint of HA − AH = −wA, for H† = H and real w, is A†H − HA† = −wA†, that is

    [H, A†] = +wA†

So A† is an eigenoperator with frequency −w, and the previous step applied to it gives A†ρ = e^(βw) ρA†. The proof applies `conjTranspose` to both sides, uses `hH.eq` for H† = H, and flips the overall sign.

```lean
omit [DecidableEq n] in
/-- For Hermitian `H`, the adjoint of an eigenoperator with frequency `w` is an eigenoperator
with frequency `-w`. -/
theorem adjoint_eigenoperator {H A : Matrix n n ℂ} {w : ℝ} (hH : H.IsHermitian)
    (h : IsEigenoperator H A w) : IsEigenoperator H Aᴴ (-w) := by
  unfold IsEigenoperator at h ⊢
  have hs : star (-(w : ℂ)) = -(w : ℂ) := by simp
  have h' := congrArg conjTranspose h
  rw [conjTranspose_sub, conjTranspose_mul, conjTranspose_mul, hH.eq, conjTranspose_smul,
    hs] at h'
  push_cast
  linear_combination (norm := module) -h'
```

## The generator on the Gibbs operator is a scalar times a fixed matrix

Write p = e^(βw) and q = e^(−βw), so pq = 1. The two commutation rules Aρ = qρA and A†ρ = pρA† move ρ to the left in every term:

    AρA† = q ρAA†
    A†ρA = p ρA†A
    A†Aρ = q A†ρA = qp ρA†A = ρA†A
    AA†ρ = p AρA† = pq ρAA† = ρAA†

The anticommutators collapse by the last two lines, and with M = AA† − pA†A,

    D[A]ρ = ρ(qAA† − A†A) = q ρM
    D[A†]ρ = ρ(pA†A − AA†) = −ρM

Adding the two with their rates,

    𝓛ρ = (g↓ e^(−βw) − g↑) ρ (AA† − e^(βw) A†A)

The four lines are `e1` to `e4`, with `p` and `q` named as here and `hpq` the relation pq = 1. After substitution both sides are combinations of ρAA† and ρA†A; `match_scalars` compares the two coefficients, and the coefficient of ρA†A needs pq = 1 once more. The identity holds for all real β, w, g↓, g↑. It shows at a glance that g↑ = g↓ e^(−βw) is sufficient for stationarity; necessity depends on whether ρM can vanish.

```lean
/-- On the Gibbs operator the two-rate dissipator factorises as
`(g↓ exp(-βw) - g↑) exp(-βH) (A A† - exp(βw) A†A)`. -/
theorem thermal_gibbs_factor {H A : Matrix n n ℂ} {w : ℝ} (hH : H.IsHermitian)
    (h : IsEigenoperator H A w) (β gd gu : ℝ) :
    thermal gd gu A (gibbs β H) = ((gd : ℂ) * (Real.exp (-(β * w)) : ℂ) - (gu : ℂ)) •
      (gibbs β H * (A * Aᴴ - (Real.exp (β * w) : ℂ) • (Aᴴ * A))) := by
  have h1 := mul_gibbs h β
  have h2 := mul_gibbs (adjoint_eigenoperator hH h) β
  have e : -(β * -w) = β * w := by ring
  rw [e] at h2
  have hpq : (Real.exp (β * w) : ℂ) * (Real.exp (-(β * w)) : ℂ) = 1 := by
    rw [← Complex.ofReal_mul, ← Real.exp_add]
    simp
  generalize (Real.exp (β * w) : ℂ) = p at h2 hpq ⊢
  generalize (Real.exp (-(β * w)) : ℂ) = q at h1 hpq ⊢
  generalize gibbs β H = ρ at h1 h2 ⊢
  -- move ρ to the left in every term
  have e1 : A * ρ * Aᴴ = q • (ρ * (A * Aᴴ)) := by rw [h1, smul_mul_assoc, mul_assoc]
  have e2 : Aᴴ * ρ * A = p • (ρ * (Aᴴ * A)) := by rw [h2, smul_mul_assoc, mul_assoc]
  have e3 : Aᴴ * A * ρ = ρ * (Aᴴ * A) := by
    rw [mul_assoc Aᴴ A ρ, h1, mul_smul_comm, ← mul_assoc Aᴴ ρ A, e2, smul_smul,
      mul_comm q p, hpq, one_smul]
  have e4 : A * Aᴴ * ρ = ρ * (A * Aᴴ) := by
    rw [mul_assoc A Aᴴ ρ, h2, mul_smul_comm, ← mul_assoc A ρ Aᴴ, e1, smul_smul, hpq, one_smul]
  simp only [thermal, dissipator, conjTranspose_conjTranspose, e1, e2, e3, e4, mul_sub,
    mul_smul_comm]
  match_scalars <;>
    first
      | ring1
      | linear_combination (gd : ℂ) * hpq
```

## A nonzero eigenoperator of nonzero frequency is not normal

A matrix is normal when AA† = A†A. Multiply the eigenoperator condition by A† and take the trace. Cyclicity gives Tr(A†HA) = Tr(HAA†) and Tr(A†AH) = Tr(HA†A), so

    Tr(H(AA† − A†A)) = −w Tr(A†A)

For normal A the left side is zero. Then w = 0 or Tr(A†A) = Σᵢⱼ |Aᵢⱼ|² = 0, and the second case means A = 0. A nonzero eigenoperator with w ≠ 0 is therefore not normal. In the proof, `t` is the traced equation, `t1` is the equality of the two traces on the left for normal A, and `trace_conjTranspose_mul_self_eq_zero_iff` turns a vanishing Tr(A†A) into A = 0. H may be any matrix in this step.

```lean
/-- A nonzero eigenoperator with nonzero frequency does not commute with its adjoint. -/
theorem not_normal {H A : Matrix n n ℂ} {w : ℝ} (h : IsEigenoperator H A w)
    (hA : A ≠ 0) (hw : w ≠ 0) : A * Aᴴ ≠ Aᴴ * A := by
  intro hn
  unfold IsEigenoperator at h
  -- Tr(A† [H, A]) = -w Tr(A†A), and the left side vanishes for normal A
  have t := congrArg (fun M => trace (Aᴴ * M)) h
  simp only [mul_sub, trace_sub, mul_smul_comm, trace_smul, smul_eq_mul] at t
  have t1 : trace (Aᴴ * (H * A)) = trace (Aᴴ * (A * H)) := by
    rw [trace_mul_comm, mul_assoc H, hn, trace_mul_comm H, mul_assoc]
  rw [t1, sub_self] at t
  rcases mul_eq_zero.mp t.symm with h0 | h0
  · exact hw (Complex.ofReal_eq_zero.mp (neg_eq_zero.mp h0))
  · exact hA (trace_conjTranspose_mul_self_eq_zero_iff.mp h0)
```

## The rate condition

Let A be a non-normal eigenoperator and suppose 𝓛ρ = 0. By the factorisation either the scalar g↓ e^(−βw) − g↑ vanishes, which is the claim, or ρM = 0. The second case is impossible. Since exp(βH) ρ = 1, it would give M = 0, that is AA† = pA†A. The trace, with Tr(AA†) = Tr(A†A), yields

    (1 − p) Tr(A†A) = 0

If p = 1, then AA† = A†A directly; if Tr(A†A) = 0, then A = 0, which is normal as well. Both contradict the assumption.

The proof splits along `smul_eq_zero`. The first branch only passes from the complex equation to the real one. In the second, `hinv` is the inverse of ρ, `hM` is M = 0, `t'` is the trace equation, and the last split is its two cases. This theorem allows w = 0: a non-normal A that commutes with H, such as a one-way hop between two degenerate levels, must have g↑ = g↓.

```lean
/-- If an eigenoperator `A` of a Hermitian `H` does not commute with `A†` and
`g↓ D[A] + g↑ D[A†]` annihilates `exp(-βH)`, then `g↑ = g↓ exp(-βw)`. -/
theorem rates_of_not_normal {H A : Matrix n n ℂ} {w β gd gu : ℝ} (hH : H.IsHermitian)
    (h : IsEigenoperator H A w) (hn : A * Aᴴ ≠ Aᴴ * A)
    (h0 : thermal gd gu A (gibbs β H) = 0) : gu = gd * Real.exp (-(β * w)) := by
  rw [thermal_gibbs_factor hH h] at h0
  rcases smul_eq_zero.mp h0 with hs | hm
  · have h1 : ((gd * Real.exp (-(β * w)) - gu : ℝ) : ℂ) = 0 := by
      rw [Complex.ofReal_sub, Complex.ofReal_mul]
      exact hs
    have h2 := Complex.ofReal_eq_zero.mp h1
    linarith
  · exfalso
    -- the Gibbs operator is invertible
    have hinv : NormedSpace.exp (-(-(β : ℂ) • H)) * gibbs β H = 1 := by
      unfold gibbs
      rw [← Matrix.exp_add_of_commute _ _ (Commute.refl (-(β : ℂ) • H)).neg_left, neg_add_cancel,
        NormedSpace.exp_zero]
    generalize (Real.exp (β * w) : ℂ) = p at hm
    have hM : A * Aᴴ - p • (Aᴴ * A) = 0 := by
      rw [← one_mul (A * Aᴴ - p • (Aᴴ * A)), ← hinv, mul_assoc, hm, mul_zero]
    -- the trace gives (1 - p) Tr(A†A) = 0
    have t := congrArg trace hM
    rw [trace_sub, trace_smul, trace_mul_comm A, smul_eq_mul, trace_zero] at t
    have t' : (1 - p) * trace (Aᴴ * A) = 0 := by linear_combination t
    rcases mul_eq_zero.mp t' with hp | hp
    · have hp1 : p = 1 := by linear_combination -hp
      rw [hp1, one_smul] at hM
      exact hn (sub_eq_zero.mp hM)
    · have hA : A = 0 := trace_conjTranspose_mul_self_eq_zero_iff.mp hp
      exact hn (by simp [hA])
```

The main theorem combines the last two steps. Its hypotheses are `hH` (H Hermitian), `h` (the eigenoperator condition), `hA` (A ≠ 0), `hw` (w ≠ 0) and `h0` (𝓛ρ = 0), and its conclusion is `gu = gd * Real.exp (-(β * w))`. The condition is on w alone; at β = 0 the theorem says g↑ = g↓. The conclusion is a product and not a ratio, so g↓ = g↑ = 0 is included. For a single level every commutator vanishes and no A satisfies the hypotheses, so two levels is the smallest case with content.

```lean
/-- For Hermitian `H` and nonzero `A` with `[H, A] = -wA`, `w ≠ 0`, and any real `β`: if
`g↓ D[A] + g↑ D[A†]` annihilates `exp(-βH)`, then `g↑ = g↓ exp(-βw)`. -/
theorem rates_of_stationary {H A : Matrix n n ℂ} {w β gd gu : ℝ} (hH : H.IsHermitian)
    (h : IsEigenoperator H A w) (hA : A ≠ 0) (hw : w ≠ 0)
    (h0 : thermal gd gu A (gibbs β H) = 0) : gu = gd * Real.exp (-(β * w)) :=
  rates_of_not_normal hH h (not_normal h hA hw) h0
```

The relation is the detailed-balance condition on the rates. It is obtained here for a generator made of one pair A, A† on a finite space, with stationarity of ρ assumed; uniqueness of the steady state and relaxation towards it are not part of the statement. The trace arguments use finite dimension, so an untruncated oscillator is not covered.

## Normal eigenoperators leave the rates free

Let the eigenoperator A be normal. If w = 0, then p = 1 and M = AA† − A†A = 0. If w ≠ 0, then A = 0 by `not_normal`, and again M = 0. In both cases 𝓛ρ = 0 for all g↓ and g↑, so stationarity says nothing about the rates. Together with `rates_of_not_normal`, this makes non-normality of A the exact dividing line. A Hermitian A commuting with H, the case of pure dephasing, lies on the free side.

```lean
/-- If the eigenoperator `A` of a Hermitian `H` commutes with `A†`, then `g↓ D[A] + g↑ D[A†]`
annihilates `exp(-βH)` for every pair of rates. -/
theorem normal_any_rates {H A : Matrix n n ℂ} {w : ℝ} (hH : H.IsHermitian)
    (h : IsEigenoperator H A w) (hn : A * Aᴴ = Aᴴ * A) (β gd gu : ℝ) :
    thermal gd gu A (gibbs β H) = 0 := by
  rw [thermal_gibbs_factor hH h]
  by_cases hw : w = 0
  · simp [hw, hn]
  · have hA : A = 0 := by
      by_contra hA
      exact not_normal h hA hw hn
    simp [hA]
```

## The two-level system

With levels |0⟩ and |1⟩, indexed 0 and 1 as in `Fin 2`, take H = diag(0, w).

```lean
/-- The two-level Hamiltonian `diag(0, w)`. -/
def qubitH (w : ℝ) : Matrix (Fin 2) (Fin 2) ℂ := !![0, 0; 0, (w : ℂ)]
```

The jump A = |0⟩⟨1| has its single entry 1 in row 0, column 1.

```lean
/-- The two-level lowering matrix `|0⟩⟨1|`. -/
def lowering : Matrix (Fin 2) (Fin 2) ℂ := !![0, 1; 0, 0]
```

Here HA = 0 and AH = wA, so [H, A] = −wA. The theorem `qubit_witness` states, for all real β and w, that H is Hermitian, that A is a nonzero eigenoperator, and that g↓ = 1, g↑ = e^(−βw) annihilate ρ; for w ≠ 0 this is an instance of every hypothesis of `rates_of_stationary`. Hermiticity and the eigenoperator condition are checked entry by entry, A ≠ 0 is read from the entry (0, 1), and stationarity is the factorisation with a vanishing scalar.

```lean
/-- `H = diag(0, w)` is Hermitian, `A = |0⟩⟨1|` is a nonzero eigenoperator with frequency `w`,
and the rates `g↓ = 1`, `g↑ = exp(-βw)` annihilate `exp(-βH)`. -/
theorem qubit_witness (β w : ℝ) :
    (qubitH w).IsHermitian ∧ IsEigenoperator (qubitH w) lowering w ∧ lowering ≠ 0 ∧
      thermal 1 (Real.exp (-(β * w))) lowering (gibbs β (qubitH w)) = 0 := by
  have hH : (qubitH w).IsHermitian := by
    refine Matrix.IsHermitian.ext fun i j => ?_
    fin_cases i <;> fin_cases j <;> simp [qubitH]
  have hE : IsEigenoperator (qubitH w) lowering w := by
    unfold IsEigenoperator
    ext i j
    fin_cases i <;> fin_cases j <;>
      simp [qubitH, lowering]
  refine ⟨hH, hE, ?_, ?_⟩
  · intro h
    have h01 := congrFun (congrFun h 0) 1
    simp [lowering] at h01
  · rw [thermal_gibbs_factor hH hE, Complex.ofReal_one, one_mul, sub_self, zero_smul]

end

end ThermalRatesConverse
```

```lean
#print axioms ThermalRatesConverse.thermal_gibbs_factor
#print axioms ThermalRatesConverse.rates_of_stationary
#print axioms ThermalRatesConverse.normal_any_rates
```

```
'ThermalRatesConverse.thermal_gibbs_factor' depends on axioms: [propext, Classical.choice, Quot.sound]
'ThermalRatesConverse.rates_of_stationary' depends on axioms: [propext, Classical.choice, Quot.sound]
'ThermalRatesConverse.normal_any_rates' depends on axioms: [propext, Classical.choice, Quot.sound]
```

## A qubit at βw = ln 2

The numbers and the remarks on code that follow are ordinary arithmetic and commentary, and are not statements of the Lean file. For the qubit AA† = diag(1, 0) and A†A = diag(0, 1). At βw = ln 2 one has p = 2 and q = 1/2, so

    ρ = diag(1, 1/2),   M = diag(1, −2),   ρM = diag(1, −1)
    𝓛ρ = (g↓/2 − g↑) diag(1, −1)

The trace of ρ is 3/2, and the normalised populations are P₀ = 2/3 and P₁ = 1/3. With g↓ = 1 and g↑ = 1/2 the generator gives zero: the downward flow g↓P₁ = 1/3 equals the upward flow g↑P₀ = 1/3. With g↓ = 1 and g↑ = 1/4 the scalar is 1/4, so 𝓛ρ = diag(1/4, −1/4), or diag(1/6, −1/6) for the normalised state, in agreement with the rate equation

    dP₀/dt = g↓P₁ − g↑P₀ = 1/3 − 1/6 = 1/6

## Rates in a master-equation code

A simulation in the secular Lindblad form can build its jumps from a Hermitian coupling operator S and the spectral projectors Π(ε) of H:

    A(w) = Σ Π(ε) S Π(ε′),   summed over pairs of eigenvalues with ε′ − ε = w

Each term has [H, ·] = (ε − ε′)(·), so A(w) is an eigenoperator with frequency w, and the code receives the jump operators √g↓ A(w) and √g↑ A(w)†. A ladder operator truncated to finitely many equally spaced levels also satisfies the condition exactly. For a bosonic bath with β > 0 and w > 0, occupation n̄ = 1/(e^(βw) − 1) at energy w, and γ the downward rate at zero occupation, the rates g↓ = γ(n̄ + 1) and g↑ = γn̄ obey g↑ = g↓ e^(−βw); at βw = ln 2, n̄ = 1 and the rates are 2γ and γ.

For a finite model with a single such pair, with w ≠ 0 and A(w) ≠ 0 (at w = 0 the operator A(0) is Hermitian and the rates are free), the theorem means that once g↓ is chosen, a Gibbs steady state at β leaves no freedom in g↑, and the residual 𝓛ρ is proportional to the mismatch g↓ e^(−βw) − g↑. With several pairs the residuals can cancel against each other, as in a three-level cycle that carries a steady current, so a vanishing total residual would not establish the relation for each pair.
